# Antithetic one-width displacements with orthogonal sign patterns give the exact Gaussian average of a quadratic response

The optical quantity is modelled as an exact second-order polynomial in \(n\) normal coordinates, and its thermal average as an integral over independent centred Gaussians. For an absorption strength at fixed photon energy,

\[
f(x)=f_0+\sum_i g_i x_i+\tfrac12\sum_{i,j}A_{ij}x_ix_j ,
\]

where \(f_0\) is the value at equilibrium, \(g\) the gradient and \(A\) the symmetric matrix of second derivatives. Coordinate \(x_i\) has standard deviation \(s_i\ge 0\), and \(\langle\cdot\rangle\) denotes the Gaussian average.

## The error of a pair and of a family

A special displacement moves every mode by its own width, \(x_i=\sigma_i s_i\) with \(\sigma_i=\pm1\). Averaging over the antithetic pair \(x,-x\) gives

\[
\frac{f(x)+f(-x)}2-\langle f\rangle=\sum_{i<j}A_{ij}x_ix_j .
\]

For \(K\ge1\) pairs with signs \(\sigma_{ki}\), where \(k\) labels the pair and \(i\) the mode, define the sign overlap \(C_{ij}=\sum_k\sigma_{ki}\sigma_{kj}\). The error of the family mean is

\[
\frac1K\sum_{i<j}A_{ij}s_is_jC_{ij}.
\]

If all widths are non-zero, the family is exact for every quadratic \(f\) if and only if \(C_{ij}=0\) for all \(i\ne j\). A single pair therefore suffices for one mode but not for two or more. Four explicit pairs suffice for four modes: eight evaluations of \(f\), compared with sixteen for all sign choices.

## Thermal spectra from displaced structures

A code can estimate a temperature-dependent absorption spectrum by averaging clamped-nuclei spectra over displaced structures. For finitely many harmonic modes and a response quadratic in the displacements, the result tells such a code which sign choices leave no sampling error. The test needs only the integer matrix \(C\), so it can run before any electronic-structure calculation. The cost grows with the number of modes: if all widths are non-zero, exactness for every quadratic response takes at least as many pairs as modes, \(K\ge n\), because the \(n\) sign columns must be mutually orthogonal non-zero vectors of length \(K\).

The widths are inputs. In mass-weighted coordinates, a harmonic mode of frequency \(\omega_i>0\) at temperature \(T>0\) has \(s_i^2=(\hbar/2\omega_i)\coth(\hbar\omega_i/2k_BT)\), which includes zero-point motion.

## From Gaussian moments to sign overlaps

Each coordinate has mean zero and variance \(s_i^2\). For \(i\ne j\), independence gives \(\langle x_ix_j\rangle=\langle x_i\rangle\langle x_j\rangle=0\). Integrating \(f\) term by term leaves

\[
\langle f\rangle=f_0+\tfrac12\sum_iA_{ii}s_i^2 .
\]

In the pair mean the linear term changes sign and cancels, while the quadratic term is unchanged. Since \(A\) is symmetric, the double sum is its diagonal plus twice its upper triangle:

\[
\frac{f(x)+f(-x)}2=f_0+\tfrac12\sum_iA_{ii}x_i^2+\sum_{i<j}A_{ij}x_ix_j .
\]

At a special displacement \(x_i^2=\sigma_i^2s_i^2=s_i^2\), so the diagonal part is already thermal. Subtracting \(\langle f\rangle\) leaves the pair error.

For a family, insert \(x_ix_j=\sigma_{ki}\sigma_{kj}s_is_j\), sum over \(k\) and divide by \(K\). The signs collect into \(C_{ij}\), so vanishing overlaps make the error zero.

Conversely, suppose the family is exact for every quadratic \(f\). Take \(f_0=0\), \(g=0\) and \(A_{ij}=s_is_jC_{ij}\), which is symmetric. Its error is

\[
\frac1K\sum_{i<j}(s_is_jC_{ij})^2=0 .
\]

Every square vanishes, and non-zero widths force \(C_{ij}=0\) for \(i<j\). Symmetry of \(C\) covers \(i>j\).

For four modes, take the rows \((1,1,1,1)\), \((1,-1,1,-1)\), \((1,1,-1,-1)\) and \((1,-1,-1,1)\), one per pair. Any two different columns have zero scalar product.

## The Lean file

```lean
import Mathlib

open MeasureTheory ProbabilityTheory Matrix
open scoped NNReal

namespace AntitheticThermalSampling

noncomputable section

variable {n : ℕ}

/-- An optical quantity expanded to second order in the normal coordinates `x`. -/
def response (f0 : ℝ) (g : Fin n → ℝ) (A : Matrix (Fin n) (Fin n) ℝ) (x : Fin n → ℝ) : ℝ :=
  f0 + g ⬝ᵥ x + (x ⬝ᵥ A *ᵥ x) / 2

/-- The distribution of independent centred Gaussian coordinates of widths `s i`. -/
abbrev thermal (s : Fin n → ℝ≥0) : Measure (Fin n → ℝ) :=
  Measure.pi fun i => gaussianReal 0 (s i ^ 2)

/-- The mean of `f` over the antithetic pair `x`, `-x`. -/
def pairMean (f : (Fin n → ℝ) → ℝ) (x : Fin n → ℝ) : ℝ := (f x + f (-x)) / 2

/-- The special displacement that moves each mode by its width, with sign `σ i`. -/
def displacement (s : Fin n → ℝ≥0) (σ : Fin n → ℤˣ) : Fin n → ℝ :=
  fun i => ((σ i : ℤ) : ℝ) * s i

/-- The overlap of the sign patterns of modes `i` and `j` over a family of displacements. -/
def signOverlap {κ : Type*} [Fintype κ] (σ : κ → Fin n → ℤˣ) (i j : Fin n) : ℤ :=
  ∑ k, (σ k i : ℤ) * (σ k j : ℤ)

/-- A symmetric double sum is its diagonal plus twice its upper triangle. -/
theorem sum_symmetric (F : Fin n → Fin n → ℝ) (hF : ∀ i j, F i j = F j i) :
    ∑ i, ∑ j, F i j = ∑ i, F i i + 2 * ∑ i, ∑ j ∈ Finset.Ioi i, F i j := by
  have hI : ∀ i, ∑ j ∈ Finset.Ioi i, F i j = ∑ j, if i < j then F i j else 0 := by
    intro i
    rw [← Finset.sum_filter]
    exact Finset.sum_congr (by ext j; simp) (fun _ _ => rfl)
  have hsplit : ∀ i j, F i j = (if i = j then F i j else 0)
      + (if i < j then F i j else 0) + (if j < i then F i j else 0) := by
    intro i j
    rcases lt_trichotomy i j with h | h | h
    · simp [h, h.ne, lt_asymm h]
    · subst h; simp
    · simp [h, h.ne', lt_asymm h]
  have hd : ∑ i, ∑ j, (if i = j then F i j else 0) = ∑ i, F i i := by simp
  -- the lower triangle equals the upper one
  have hsw : ∑ i, ∑ j, (if j < i then F i j else 0)
      = ∑ i, ∑ j, (if i < j then F i j else 0) := by
    rw [Finset.sum_comm]
    refine Finset.sum_congr rfl fun i _ => Finset.sum_congr rfl fun j _ => ?_
    rw [hF j i]
  rw [Finset.sum_congr rfl fun i _ => Finset.sum_congr rfl fun j _ => hsplit i j]
  simp only [Finset.sum_add_distrib]
  rw [hsw, hd]
  simp only [hI]
  ring

/-- Each thermal coordinate has mean zero, and two coordinates have covariance `s i ^ 2` if they
are the same and zero otherwise. -/
theorem thermal_moments (s : Fin n → ℝ≥0) (i j : Fin n) :
    ∫ x, x i ∂(thermal s) = 0 ∧
    ∫ x, x i * x j ∂(thermal s) = if i = j then (s i : ℝ) ^ 2 else 0 := by
  -- integrals of one coordinate reduce to one-dimensional Gaussian integrals
  have hmarg : ∀ (k : Fin n) (φ : ℝ → ℝ), Continuous φ →
      ∫ x, φ (x k) ∂(thermal s) = ∫ y, φ y ∂(gaussianReal 0 (s k ^ 2)) := by
    intro k φ hφ
    have h := measurePreserving_eval (fun i => gaussianReal 0 (s i ^ 2)) k
    have hm : Measure.map (Function.eval k) (thermal s) = gaussianReal 0 (s k ^ 2) := h.map_eq
    rw [← hm]
    exact (integral_map h.measurable.aemeasurable hφ.aestronglyMeasurable).symm
  have hmean : ∀ k, ∫ x, x k ∂(thermal s) = 0 := fun k =>
    (hmarg k (fun y => y) continuous_id).trans integral_id_gaussianReal
  refine ⟨hmean i, ?_⟩
  by_cases hij : i = j
  · subst hij
    have hv := variance_of_integral_eq_zero (μ := gaussianReal 0 (s i ^ 2)) (X := id)
      aemeasurable_id integral_id_gaussianReal
    rw [variance_id_gaussianReal] at hv
    have h2 := hmarg i (fun y => y * y) (continuous_id.mul continuous_id)
    rw [if_pos rfl, h2]
    simp only [id_eq, pow_two, NNReal.coe_mul] at hv ⊢
    exact hv.symm
  · -- distinct coordinates are independent
    have hind : iIndepFun (fun (k : Fin n) (x : Fin n → ℝ) => x k) (thermal s) :=
      iIndepFun_pi (X := fun _ y => y) (fun _ => aemeasurable_id)
    rw [if_neg hij, (hind.indepFun hij).integral_fun_mul_eq_mul_integral
      (measurable_pi_apply i).aestronglyMeasurable
      (measurable_pi_apply j).aestronglyMeasurable, hmean i, zero_mul]

/-- The Gaussian average of a quadratic response is its equilibrium value plus half the sum of the
diagonal curvatures times the squared widths. -/
theorem thermal_average (s : Fin n → ℝ≥0) (f0 : ℝ) (g : Fin n → ℝ)
    (A : Matrix (Fin n) (Fin n) ℝ) :
    ∫ x, response f0 g A x ∂(thermal s) = f0 + (∑ i, A i i * (s i : ℝ) ^ 2) / 2 := by
  have hL : ∀ i, MemLp (fun x : Fin n → ℝ => x i) 2 (thermal s) := by
    intro i
    have h : MemLp id 2 (gaussianReal 0 (s i ^ 2)) := by
      exact_mod_cast memLp_id_gaussianReal 2
    exact h.comp_measurePreserving
      (measurePreserving_eval (fun i => gaussianReal 0 (s i ^ 2)) i)
  have h1 : ∀ i, Integrable (fun x : Fin n → ℝ => x i) (thermal s) :=
    fun i => (hL i).integrable (by norm_num)
  have h2 : ∀ i j, Integrable (fun x : Fin n → ℝ => x i * x j) (thermal s) :=
    fun i j => (hL i).integrable_mul (hL j)
  have hf : ∀ x, response f0 g A x
      = f0 + ∑ i, g i * x i + (∑ i, ∑ j, A i j * (x i * x j)) / 2 := by
    intro x
    simp only [response, dotProduct, Matrix.mulVec, Finset.mul_sum]
    congr 2
    exact Finset.sum_congr rfl fun i _ => Finset.sum_congr rfl fun j _ => by ring
  have I1 : Integrable (fun x : Fin n → ℝ => ∑ i, g i * x i) (thermal s) :=
    integrable_finsetSum _ fun i _ => (h1 i).const_mul _
  have I01 : Integrable (fun x : Fin n → ℝ => f0 + ∑ i, g i * x i) (thermal s) :=
    (integrable_const f0).add I1
  have I3 : ∀ i, Integrable (fun x : Fin n → ℝ => ∑ j, A i j * (x i * x j)) (thermal s) :=
    fun i => integrable_finsetSum _ fun j _ => (h2 i j).const_mul (A i j)
  have I2 : Integrable (fun x : Fin n → ℝ => (∑ i, ∑ j, A i j * (x i * x j)) / 2) (thermal s) :=
    (integrable_finsetSum _ fun i _ => I3 i).div_const 2
  have J1 : ∫ x, ∑ i, g i * x i ∂(thermal s) = 0 := by
    rw [MeasureTheory.integral_finsetSum _ (fun i _ => (h1 i).const_mul _)]
    refine Finset.sum_eq_zero fun i _ => ?_
    rw [integral_const_mul, (thermal_moments s i i).1, mul_zero]
  have J2 : ∫ x, ∑ i, ∑ j, A i j * (x i * x j) ∂(thermal s) = ∑ i, A i i * (s i : ℝ) ^ 2 := by
    refine (MeasureTheory.integral_finsetSum _ fun i _ => I3 i).trans (Finset.sum_congr rfl fun i _ => ?_)
    refine (MeasureTheory.integral_finsetSum _ fun j _ => (h2 i j).const_mul (A i j)).trans ?_
    simp only [integral_const_mul, (thermal_moments s i _).2]
    simp
  simp only [hf]
  rw [integral_add I01 I2, integral_add (integrable_const f0) I1, integral_div, J1, J2]
  simp

/-- For symmetric `A`, one antithetic pair of special displacements misses the Gaussian average by
exactly the sum over `i < j` of `A i j * x i * x j`, where `x` is `displacement s σ`. -/
theorem antithetic_error (s : Fin n → ℝ≥0) (σ : Fin n → ℤˣ) (f0 : ℝ) (g : Fin n → ℝ)
    {A : Matrix (Fin n) (Fin n) ℝ} (hA : A.IsSymm) :
    pairMean (response f0 g A) (displacement s σ) - ∫ x, response f0 g A x ∂(thermal s)
      = ∑ i, ∑ j ∈ Finset.Ioi i, A i j * (displacement s σ i * displacement s σ j) := by
  have hsq : ∀ i, displacement s σ i * displacement s σ i = (s i : ℝ) ^ 2 := by
    intro i
    rcases Int.units_eq_one_or (σ i) with h | h <;> simp [displacement, h, pow_two]
  generalize displacement s σ = x at hsq ⊢
  -- the linear term cancels within the pair
  have hpair : pairMean (response f0 g A) x = f0 + (x ⬝ᵥ A *ᵥ x) / 2 := by
    simp only [pairMean, response, Matrix.mulVec_neg, dotProduct_neg, neg_dotProduct, neg_neg]
    ring
  have hq : x ⬝ᵥ A *ᵥ x = ∑ i, ∑ j, A i j * (x i * x j) := by
    simp only [dotProduct, Matrix.mulVec, Finset.mul_sum]
    exact Finset.sum_congr rfl fun i _ => Finset.sum_congr rfl fun j _ => by ring
  have hsym : ∀ i j, A i j * (x i * x j) = A j i * (x j * x i) := by
    intro i j
    rw [hA.apply i j, mul_comm (x i)]
  rw [hpair, hq, sum_symmetric (fun i j => A i j * (x i * x j)) hsym, thermal_average]
  simp only [hsq]
  ring

/-- For symmetric `A`, the error of a non-empty family of antithetic pairs is the sum over `i < j`
of `A i j * s i * s j` times the sign overlap, divided by the number of pairs. -/
theorem family_error {κ : Type*} [Fintype κ] [Nonempty κ] (s : Fin n → ℝ≥0)
    (σ : κ → Fin n → ℤˣ) (f0 : ℝ) (g : Fin n → ℝ)
    {A : Matrix (Fin n) (Fin n) ℝ} (hA : A.IsSymm) :
    (∑ k, pairMean (response f0 g A) (displacement s (σ k))) / Fintype.card κ
        - ∫ x, response f0 g A x ∂(thermal s)
      = (∑ i, ∑ j ∈ Finset.Ioi i, A i j * (s i * s j) * (signOverlap σ i j : ℝ))
        / Fintype.card κ := by
  have hc : (Fintype.card κ : ℝ) ≠ 0 := Nat.cast_ne_zero.2 Fintype.card_ne_zero
  have hswap : ∑ k, ∑ i, ∑ j ∈ Finset.Ioi i,
        A i j * (displacement s (σ k) i * displacement s (σ k) j)
      = ∑ i, ∑ j ∈ Finset.Ioi i, A i j * (s i * s j) * (signOverlap σ i j : ℝ) := by
    rw [Finset.sum_comm]
    refine Finset.sum_congr rfl fun i _ => ?_
    rw [Finset.sum_comm]
    refine Finset.sum_congr rfl fun j _ => ?_
    simp only [displacement, signOverlap, Int.cast_sum, Int.cast_mul, Finset.mul_sum]
    exact Finset.sum_congr rfl fun k _ => by ring
  rw [Finset.sum_congr rfl fun k _ => sub_eq_iff_eq_add.1 (antithetic_error s (σ k) f0 g hA),
    Finset.sum_add_distrib, hswap, Finset.sum_const, Finset.card_univ, nsmul_eq_mul,
    add_div, mul_div_cancel_left₀ _ hc]
  ring

/-- For non-zero widths, a non-empty family of antithetic pairs gives the Gaussian average of every
quadratic response if and only if the sign patterns of different modes are orthogonal. -/
theorem exact_iff_orthogonal {κ : Type*} [Fintype κ] [Nonempty κ] (s : Fin n → ℝ≥0)
    (hs : ∀ i, s i ≠ 0) (σ : κ → Fin n → ℤˣ) :
    (∀ (f0 : ℝ) (g : Fin n → ℝ) (A : Matrix (Fin n) (Fin n) ℝ), A.IsSymm →
      (∑ k, pairMean (response f0 g A) (displacement s (σ k))) / Fintype.card κ
        = ∫ x, response f0 g A x ∂(thermal s))
    ↔ ∀ i j, i ≠ j → signOverlap σ i j = 0 := by
  have hc : (Fintype.card κ : ℝ) ≠ 0 := Nat.cast_ne_zero.2 Fintype.card_ne_zero
  have hcomm : ∀ i j, signOverlap σ i j = signOverlap σ j i := fun i j =>
    Finset.sum_congr rfl fun k _ => mul_comm _ _
  constructor
  · intro h
    -- couplings proportional to the overlaps turn the error into a sum of squares
    let A : Matrix (Fin n) (Fin n) ℝ :=
      Matrix.of fun i j => (s i : ℝ) * s j * (signOverlap σ i j : ℝ)
    have hA : A.IsSymm := by
      ext i j
      simp only [A, Matrix.transpose_apply, Matrix.of_apply]
      rw [hcomm j i]
      ring
    have he := family_error s σ 0 0 hA
    rw [h 0 0 A hA, sub_self, eq_comm, div_eq_zero_iff, or_iff_left hc] at he
    have hnn : ∀ i j, 0 ≤ A i j * (s i * s j) * (signOverlap σ i j : ℝ) := by
      intro i j
      have : A i j * (s i * s j) * (signOverlap σ i j : ℝ)
          = ((s i : ℝ) * s j * (signOverlap σ i j : ℝ)) ^ 2 := by
        simp only [A, Matrix.of_apply]
        ring
      rw [this]
      positivity
    have hlt : ∀ i j, i < j → signOverlap σ i j = 0 := by
      intro i j hij
      have hi := (Finset.sum_eq_zero_iff_of_nonneg fun i _ =>
        Finset.sum_nonneg fun j _ => hnn i j).1 he i (Finset.mem_univ i)
      have hj := (Finset.sum_eq_zero_iff_of_nonneg fun j _ => hnn i j).1 hi j
        (Finset.mem_Ioi.2 hij)
      simpa [A, hs i, hs j] using hj
    intro i j hij
    rcases lt_or_gt_of_ne hij with h' | h'
    · exact hlt i j h'
    · rw [hcomm]
      exact hlt j i h'
  · intro h f0 g A hA
    rw [← sub_eq_zero, family_error s σ f0 g hA]
    have hz : ∑ i, ∑ j ∈ Finset.Ioi i, A i j * (s i * s j) * (signOverlap σ i j : ℝ) = 0 :=
      Finset.sum_eq_zero fun i _ => Finset.sum_eq_zero fun j hj => by
        rw [h i j (Finset.mem_Ioi.1 hj).ne, Int.cast_zero, mul_zero]
    rw [hz, zero_div]

/-- Four mutually orthogonal sign patterns for four modes. -/
def fourSigns : Fin 4 → Fin 4 → ℤˣ :=
  ![![1, 1, 1, 1], ![1, -1, 1, -1], ![1, 1, -1, -1], ![1, -1, -1, 1]]

/-- For four modes and symmetric `A`, the four antithetic pairs with signs `fourSigns` give the
Gaussian average exactly. -/
theorem four_modes_exact (s : Fin 4 → ℝ≥0) (f0 : ℝ) (g : Fin 4 → ℝ)
    {A : Matrix (Fin 4) (Fin 4) ℝ} (hA : A.IsSymm) :
    (∑ k, pairMean (response f0 g A) (displacement s (fourSigns k))) / 4
      = ∫ x, response f0 g A x ∂(thermal s) := by
  have ho : ∀ i j, i ≠ j → signOverlap fourSigns i j = 0 := by decide
  have he := family_error s fourSigns f0 g hA
  have hz : ∑ i, ∑ j ∈ Finset.Ioi i, A i j * (s i * s j) * (signOverlap fourSigns i j : ℝ) = 0 :=
    Finset.sum_eq_zero fun i _ => Finset.sum_eq_zero fun j hj => by
      rw [ho i j (Finset.mem_Ioi.1 hj).ne, Int.cast_zero, mul_zero]
  rw [hz, zero_div, Fintype.card_fin] at he
  exact_mod_cast sub_eq_zero.1 he

end

end AntitheticThermalSampling
```

```lean
#print axioms AntitheticThermalSampling.exact_iff_orthogonal
-- 'AntitheticThermalSampling.exact_iff_orthogonal' depends on axioms: [propext, Classical.choice, Quot.sound]
#print axioms AntitheticThermalSampling.four_modes_exact
-- 'AntitheticThermalSampling.four_modes_exact' depends on axioms: [propext, Classical.choice, Quot.sound]
```

## Reading the statements and their proofs

`response` is \(f\), and `thermal s` is the product measure. The second argument of `gaussianReal` is a variance, hence `s i ^ 2`. Widths have type `ℝ≥0`, and signs have type `ℤˣ`, whose only elements are \(1\) and \(-1\). Modes are numbered from zero, `Finset.Ioi i` selects \(j>i\), and the finite type `κ` labels the pairs, so `Fintype.card κ` is \(K\).

`sum_symmetric` splits the double sum by the three cases \(i<j\), \(i=j\) and \(i>j\), then exchanges indices to identify the two triangles. `thermal_moments` reduces one-coordinate integrals to one-dimensional Gaussians and uses independence for distinct coordinates. `thermal_average` first shows that each coordinate is square-integrable, which justifies integrating term by term.

`antithetic_error` combines these results with \(\sigma_i^2=1\). `family_error` exchanges the sum over pairs with the sums over modes. In `exact_iff_orthogonal`, the forward direction uses the matrix \(A_{ij}=s_is_jC_{ij}\) and the fact that a zero sum of non-negative terms has only zero terms. In `four_modes_exact`, `decide` checks the overlaps of `fourSigns` by finite computation.

## Quadratic responses, symmetric curvatures and non-zero widths

The equivalence concerns all \(f_0\), \(g\) and symmetric \(A\) at fixed widths and signs. A family with non-zero overlaps may still be exact for a particular response, for example one with diagonal \(A\). The requirement `hs` excludes frozen modes: a mode of zero width adds no error whatever its signs, so exactness says nothing about its overlaps. Orthogonal signs remain sufficient when some widths vanish, and `four_modes_exact` accepts such widths.

Symmetry matters when a code puts the whole cross term of two modes into one triangle of \(A\), instead of sharing it equally between \(A_{ij}\) and \(A_{ji}\). Take two modes with \(s_0=s_1=1\), both signs positive, \(f_0=0\), \(g=0\), and \(A_{01}=2\) as the only non-zero entry. Then \(f(x)=x_0x_1\), so the pair mean is \(1\) and the Gaussian average is \(0\). The true error is \(1\), but the pair formula gives \(A_{01}x_0x_1=2\). Replacing \(A\) by its symmetric part, with \(A_{01}=A_{10}=1\), restores agreement.

The theorems do not bound the error of truncating a real spectrum at second order. A quartic term already shows the difference: for \(f(x)=x_0^4\), every special pair gives \(s_0^4\), whereas the Gaussian average is \(3s_0^4\). Near a sharp absorption threshold, a quadratic expansion may be poor even for small displacements. The harmonic distribution of the nuclei, the computed widths and the floating-point error of a program are likewise left to separate checks.
